# Adiabatic switching through a level crossing can miss the ground state

## A slow start in the wrong state

Suppose an interaction is switched on slowly, starting from the non-interacting ground state, and the final state is taken to be the interacting ground state. If two levels cross on the way, every expectation value computed from that final state may belong to an excited state instead. Diagrammatic expansions of ground-state Green's functions that are built on adiabatic switching rely on this identification, and it already fails in a two-level model whose levels do not couple.

With \(\hbar=1\) and switching rate \(h>0\), the model is

\[
H(t)=\begin{pmatrix}2e^{ht}&0\\0&1\end{pmatrix},\qquad i f'(t)=H(t)f(t),\qquad f(t_0)=(1,0),\quad t_0<0 .
\]

Number the levels 0 and 1. Level 0 is the lower one when \(2e^{ht}<1\), that is, for \(t<-\ln 2/h\). A run that starts before this time starts in the ground state. The vanishing off-diagonal elements stand for a symmetry that forbids the two levels to mix.

## The final state and its energy

At \(t=0\),

\[
f(0)=\exp\!\Big(-\frac{2i}{h}\big(1-e^{ht_0}\big)\Big)(1,0),\qquad H(0)f(0)=2f(0).
\]

The eigenvalues of \(H(0)\) are 1 and 2, and \(f(0)\) is orthogonal to every eigenvector of energy 1.

## Derivation for any number of uncoupled levels

Let level \(j\) have energy \(\varepsilon_j(t)=a_j+e^{ht}b_j\), with \(a_j,b_j\) real and \(h\neq0\). Its dynamical phase is

\[
\varphi_j(t)=\int_{t_0}^{t}\varepsilon_j(s)\,ds=a_j(t-t_0)+\frac{b_j}{h}\big(e^{ht}-e^{ht_0}\big).
\]

Since \(f_j'=-i\varepsilon_jf_j\) and \(\varphi_j'=\varepsilon_j\),

\[
\frac{d}{dt}\big(e^{i\varphi_j}f_j\big)=e^{i\varphi_j}\big(i\varepsilon_jf_j-i\varepsilon_jf_j\big)=0 .
\]

As \(\varphi_j(t_0)=0\), it follows that \(f_j(t)=e^{-i\varphi_j(t)}f_j(t_0)\). A system started in level \(k\) therefore stays there and ends with energy \(a_k+b_k\).

If \(H(0)v=Ev\), component \(k\) reads \((a_k+b_k)v_k=Ev_k\). For \(E\neq a_k+b_k\) this forces \(v_k=0\), so \(\langle v,f(0)\rangle=\overline{v_k}\,e^{-i\varphi_k(0)}=0\).

The crossing model has \(a=(0,1)\) and \(b=(2,0)\), which gives \(\varphi_0(0)=2(1-e^{ht_0})/h\).

## The phase for a remote start and for a fixed start

For \(t_0\to-\infty\) at fixed \(h\), the phase tends to \(2/h\), which diverges as \(h\to0^+\). At fixed \(t_0\) it stays finite: \(2(1-e^{ht_0})/h\to-2t_0\), minus twice the derivative of \(e^{ht_0}\) with respect to \(h\) at \(h=0\). In this second limit the crossing time eventually lies before \(t_0\), so the run starts in the upper level.

## How the Lean statements encode the model

The finite type `ι` labels the levels, and `hamiltonian` is the diagonal matrix of their energies. `Evolves` is the Schrödinger equation on \([t_0,0]\), with one-sided derivatives at the endpoints. `phase` is the closed form above, not an integral. `Pi.single k 1` is the state with unit amplitude on level \(k\), and `star v ⬝ᵥ f 0` is the inner product, conjugated in its first argument.

`crossing_misses_ground_state` holds for every \(t_0<0\), whether the start precedes the crossing or not; `crossing_time` tells the two cases apart. The theorems do not treat off-diagonal coupling, which could open a gap and change the outcome of slow switching.

```lean
import Mathlib

open Matrix Filter Topology

namespace AdiabaticSwitchingCrossing

noncomputable section

variable {ι : Type*} [Fintype ι] [DecidableEq ι]

/-- Energy of level `k` at time `t`: bare energy `a k` plus the switched coupling
`exp (h t) * b k`. -/
def level (a b : ι → ℝ) (h t : ℝ) (k : ι) : ℝ := a k + Real.exp (h * t) * b k

/-- The switched Hamiltonian, diagonal in the basis of levels. -/
def hamiltonian (a b : ι → ℝ) (h t : ℝ) : Matrix ι ι ℂ :=
  Matrix.diagonal fun k => (level a b h t k : ℂ)

/-- The Schrödinger equation `f' = -i H(t) f` on the time interval `[t0, 0]`. -/
def Evolves (a b : ι → ℝ) (h t0 : ℝ) (f : ℝ → ι → ℂ) : Prop :=
  ∀ t ∈ Set.Icc t0 0, HasDerivWithinAt f
    ((-Complex.I) • (hamiltonian a b h t *ᵥ f t)) (Set.Icc t0 0) t

/-- For `h ≠ 0`, the dynamical phase gathered by level `k` between `t0` and `t`. -/
def phase (a b : ι → ℝ) (h t0 t : ℝ) (k : ι) : ℝ :=
  a k * (t - t0) + b k * (Real.exp (h * t) - Real.exp (h * t0)) / h

/-- The Hamiltonian multiplies each amplitude by the energy of its level. -/
theorem hamiltonian_mulVec (a b : ι → ℝ) (h t : ℝ) (v : ι → ℂ) (j : ι) :
    (hamiltonian a b h t *ᵥ v) j = (level a b h t j : ℂ) * v j := by
  simp [hamiltonian, Matrix.mulVec_diagonal]

omit [Fintype ι] [DecidableEq ι] in
/-- The rate of change of the dynamical phase is the instantaneous level energy. -/
theorem hasDerivAt_phase (a b : ι → ℝ) {h : ℝ} (hh : h ≠ 0) (t0 t : ℝ) (k : ι) :
    HasDerivAt (fun s => phase a b h t0 s k) (level a b h t k) t := by
  have h0 : HasDerivAt (fun s : ℝ => h * s) h t := by
    simpa using (hasDerivAt_id t).const_mul h
  have h2 := (((hasDerivAt_id t).sub_const t0).const_mul (a k)).fun_add
    (((h0.exp.sub_const (Real.exp (h * t0))).const_mul (b k)).div_const h)
  refine HasDerivAt.congr_deriv h2 ?_
  unfold level
  rw [mul_one, ← mul_assoc, mul_div_cancel_right₀ _ hh]
  ring

/-- Every solution keeps its amplitudes up to the dynamical phase factor of each level. -/
theorem amplitude_eq {a b : ι → ℝ} {h t0 : ℝ} (hh : h ≠ 0) {f : ℝ → ι → ℂ}
    (hf : Evolves a b h t0 f) {t : ℝ} (ht : t ∈ Set.Icc t0 0) (j : ι) :
    f t j = Complex.exp (-Complex.I * (phase a b h t0 t j : ℂ)) * f t0 j := by
  -- undoing the phase leaves a quantity with zero derivative
  have hg : ∀ s ∈ Set.Icc t0 0, HasDerivWithinAt
      (fun s => Complex.exp (Complex.I * (phase a b h t0 s j : ℂ)) * f s j) 0
      (Set.Icc t0 0) s := by
    intro s hs
    have h1 := ((hasDerivAt_phase a b hh t0 s j).ofReal_comp.const_mul
      Complex.I).cexp.hasDerivWithinAt (s := Set.Icc t0 0)
    have h2 := hasDerivWithinAt_pi.1 (hf s hs) j
    refine (h1.fun_mul h2).congr_deriv ?_
    simp only [Pi.smul_apply, hamiltonian_mulVec, smul_eq_mul]
    ring
  have hc := Convex.norm_image_sub_le_of_norm_hasDerivWithin_le (f' := fun _ => 0) (C := 0)
    hg (fun s _ => by simp) (convex_Icc t0 0)
    (Set.left_mem_Icc.2 (ht.1.trans ht.2)) ht
  rw [zero_mul] at hc
  have e := sub_eq_zero.1 (norm_le_zero_iff.1 hc)
  have p0 : phase a b h t0 t0 j = 0 := by simp [phase]
  simp only [p0, Complex.ofReal_zero, mul_zero, Complex.exp_zero, one_mul] at e
  rw [← e, ← mul_assoc, ← Complex.exp_add, neg_mul, neg_add_cancel, Complex.exp_zero, one_mul]

/-- For any amplitudes `c`, attaching the dynamical phase factors gives a solution of the
Schrödinger equation. -/
theorem evolves_witness (a b : ι → ℝ) {h : ℝ} (hh : h ≠ 0) (t0 : ℝ) (c : ι → ℂ) :
    Evolves a b h t0
      (fun t j => Complex.exp (-Complex.I * (phase a b h t0 t j : ℂ)) * c j) := by
  intro t _
  apply HasDerivAt.hasDerivWithinAt
  refine hasDerivAt_pi.2 fun j => ?_
  refine (((hasDerivAt_phase a b hh t0 t j).ofReal_comp.const_mul
    (-Complex.I)).cexp.mul_const (c j)).congr_deriv ?_
  simp only [Pi.smul_apply, hamiltonian_mulVec, smul_eq_mul]
  ring

/-- A system started in level `k` ends in level `k` with a phase factor and energy
`a k + b k`, orthogonal to every eigenvector of the final Hamiltonian with another energy. -/
theorem switched_state {a b : ι → ℝ} {h t0 : ℝ} (hh : h ≠ 0) (ht0 : t0 ≤ 0)
    {f : ℝ → ι → ℂ} (hf : Evolves a b h t0 f) {k : ι} (hi : f t0 = Pi.single k 1) :
    f 0 = Complex.exp (-Complex.I * (phase a b h t0 0 k : ℂ)) • Pi.single k (1 : ℂ) ∧
    hamiltonian a b h 0 *ᵥ f 0 = ((a k + b k : ℝ) : ℂ) • f 0 ∧
    ∀ (E : ℂ) (v : ι → ℂ), hamiltonian a b h 0 *ᵥ v = E • v →
      E ≠ ((a k + b k : ℝ) : ℂ) → star v ⬝ᵥ f 0 = 0 := by
  have lev0 : ∀ j, level a b h 0 j = a j + b j := fun j => by simp [level]
  have h0 : f 0 = Complex.exp (-Complex.I * (phase a b h t0 0 k : ℂ)) •
      Pi.single k (1 : ℂ) := by
    funext j
    rw [amplitude_eq hh hf (Set.right_mem_Icc.2 ht0) j, hi]
    by_cases hj : j = k
    · subst hj; simp
    · simp [hj]
  refine ⟨h0, ?_, ?_⟩
  · funext j
    rw [hamiltonian_mulVec, lev0, h0]
    by_cases hj : j = k
    · subst hj; simp
    · simp [hj]
  · intro E v hv hE
    -- an eigenvector of another energy has no amplitude on level k
    have hvk : v k = 0 := by
      by_contra hne
      have e := congrFun hv k
      rw [hamiltonian_mulVec, lev0, Pi.smul_apply, smul_eq_mul] at e
      exact hE (mul_right_cancel₀ hne e.symm)
    rw [h0]
    simp [hvk]

/-- The two-level crossing model has the Hamiltonian `diag (2 exp (h t), 1)`. -/
theorem crossing_hamiltonian (h t : ℝ) :
    hamiltonian ![0, 1] ![2, 0] h t = !![2 * (Real.exp (h * t) : ℂ), 0; 0, 1] := by
  ext i j
  fin_cases i <;> fin_cases j <;> simp [hamiltonian, level, mul_comm]

/-- In the crossing model the first level lies below the second exactly at times before
`-log 2 / h`. -/
theorem crossing_time {h : ℝ} (hh : 0 < h) (t : ℝ) :
    level ![0, 1] ![2, 0] h t 0 < level ![0, 1] ![2, 0] h t 1 ↔ t < -Real.log 2 / h := by
  have e : Real.exp (h * t) * 2 = Real.exp (h * t + Real.log 2) := by
    rw [Real.exp_add, Real.exp_log two_pos]
  have l0 : level ![0, 1] ![2, 0] h t 0 = Real.exp (h * t) * 2 := by simp [level]
  have l1 : level ![0, 1] ![2, 0] h t 1 = Real.exp 0 := by simp [level]
  rw [l0, l1, e, Real.exp_lt_exp, lt_div_iff₀ hh]
  constructor <;> intro H <;> linarith

/-- The eigenvalues of the final Hamiltonian of the crossing model are exactly 1 and 2. -/
theorem crossing_spectrum (h : ℝ) (E : ℂ) :
    (∃ v : Fin 2 → ℂ, v ≠ 0 ∧ hamiltonian ![0, 1] ![2, 0] h 0 *ᵥ v = E • v) ↔
      E = 1 ∨ E = 2 := by
  have l0 : level ![0, 1] ![2, 0] h 0 0 = 2 := by simp [level]
  have l1 : level ![0, 1] ![2, 0] h 0 1 = 1 := by simp [level]
  constructor
  · rintro ⟨v, hv, he⟩
    have h0 := congrFun he 0
    have h1 := congrFun he 1
    rw [hamiltonian_mulVec, l0, Pi.smul_apply, smul_eq_mul] at h0
    rw [hamiltonian_mulVec, l1, Pi.smul_apply, smul_eq_mul] at h1
    by_cases z : v 0 = 0
    · have z1 : v 1 ≠ 0 := fun z1 => hv (by
        ext j
        fin_cases j
        · exact z
        · exact z1)
      exact Or.inl (mul_right_cancel₀ z1 (h1.symm.trans (by simp)))
    · exact Or.inr (mul_right_cancel₀ z (h0.symm.trans (by simp)))
  · rintro (rfl | rfl)
    · refine ⟨![0, 1], fun H => by simpa using congrFun H 1, ?_⟩
      ext j
      rw [hamiltonian_mulVec]
      fin_cases j <;> simp [level]
    · refine ⟨![1, 0], fun H => by simpa using congrFun H 0, ?_⟩
      ext j
      rw [hamiltonian_mulVec]
      fin_cases j <;> simp [level]

/-- Switching on `diag (2 exp (h t), 1)` from the state `(1, 0)` ends in `(1, 0)` times an
explicit phase factor, with energy 2 and no overlap with any eigenvector of energy 1. -/
theorem crossing_misses_ground_state {h t0 : ℝ} (hh : 0 < h) (ht0 : t0 < 0)
    {f : ℝ → Fin 2 → ℂ} (hf : Evolves ![0, 1] ![2, 0] h t0 f) (hi : f t0 = ![1, 0]) :
    f 0 = Complex.exp (-(2 * Complex.I / h) * (1 - (Real.exp (h * t0) : ℂ))) • ![1, 0] ∧
    hamiltonian ![0, 1] ![2, 0] h 0 *ᵥ f 0 = (2 : ℂ) • f 0 ∧
    ∀ v : Fin 2 → ℂ, hamiltonian ![0, 1] ![2, 0] h 0 *ᵥ v = v → star v ⬝ᵥ f 0 = 0 := by
  have e : (Pi.single 0 1 : Fin 2 → ℂ) = ![1, 0] := by
    ext j
    fin_cases j <;> simp
  obtain ⟨h0, h1, h2⟩ := switched_state hh.ne' ht0.le hf (hi.trans e.symm)
  have e2 : -Complex.I * (phase ![0, 1] ![2, 0] h t0 0 (0 : Fin 2) : ℂ) =
      -(2 * Complex.I / h) * (1 - (Real.exp (h * t0) : ℂ)) := by
    have p : phase ![0, 1] ![2, 0] h t0 0 (0 : Fin 2) = 2 * (1 - Real.exp (h * t0)) / h := by
      simp [phase]
    rw [p]
    push_cast
    ring
  have e3 : (((![0, 1] : Fin 2 → ℝ) 0 + (![2, 0] : Fin 2 → ℝ) 0 : ℝ) : ℂ) = 2 := by simp
  rw [e3] at h1 h2
  rw [e2, e] at h0
  exact ⟨h0, h1, fun v hv => h2 1 v (by rw [one_smul]; exact hv) (by norm_num)⟩

/-- In the crossing model with `h > 0`, the phase of the first level tends to `2 / h` for a start in
the remote past, and this diverges as `h` tends to zero from above; at a fixed starting time the
phase tends to `-2 t0` instead. -/
theorem crossing_phase_limits :
    (∀ h : ℝ, 0 < h → Tendsto (fun t0 => phase ![0, 1] ![2, 0] h t0 0 (0 : Fin 2))
      atBot (𝓝 (2 / h))) ∧
    Tendsto (fun h : ℝ => 2 / h) (𝓝[>] 0) atTop ∧
    ∀ t0 : ℝ, Tendsto (fun h => phase ![0, 1] ![2, 0] h t0 0 (0 : Fin 2))
      (𝓝[>] 0) (𝓝 (-2 * t0)) := by
  have p : ∀ h t0 : ℝ, phase ![0, 1] ![2, 0] h t0 0 (0 : Fin 2) =
      2 * (1 - Real.exp (h * t0)) / h := fun h t0 => by simp [phase]
  simp only [p]
  refine ⟨fun h hh => ?_, ?_, fun t0 => ?_⟩
  · have h1 : Tendsto (fun t0 : ℝ => Real.exp (h * t0)) atBot (𝓝 0) :=
      Real.tendsto_exp_atBot.comp (tendsto_id.const_mul_atBot hh)
    have h2 := ((h1.const_sub 1).const_mul 2).div_const h
    rwa [sub_zero, mul_one] at h2
  · simp only [div_eq_mul_inv]
    exact tendsto_inv_nhdsGT_zero.const_mul_atTop two_pos
  · -- the limit at fixed t0 is a derivative with respect to h at h = 0
    have d0 : HasDerivAt (fun h : ℝ => h * t0) t0 0 := by
      simpa using (hasDerivAt_id (0 : ℝ)).mul_const t0
    have d : HasDerivAt (fun h : ℝ => 2 * (1 - Real.exp (h * t0))) (-2 * t0) 0 := by
      refine ((d0.exp.const_sub 1).const_mul 2).congr_deriv ?_
      rw [zero_mul, Real.exp_zero]
      ring
    have s := (hasDerivAt_iff_tendsto_slope_zero.1 d).mono_left
      (nhdsWithin_mono (0 : ℝ) (fun x (hx : x ∈ Set.Ioi (0 : ℝ)) => (Set.mem_Ioi.1 hx).ne'))
    refine Tendsto.congr (fun h => ?_) s
    simp only [zero_add, zero_mul, Real.exp_zero, sub_self, mul_zero, sub_zero, smul_eq_mul]
    ring

end

end AdiabaticSwitchingCrossing
```

## From the phase to the missed ground state

`hasDerivAt_phase` differentiates the closed form and recovers the level energy. In `amplitude_eq`, `hg` is the vanishing derivative of \(e^{i\varphi_j}f_j\). The mean value inequality with bound `C := 0` turns it into constancy, and multiplying by the inverse phase factor gives the amplitude. This also shows that the initial state determines the solution on the interval. `evolves_witness` supplies existence by differentiating the explicit formula.

`switched_state` applies the amplitude formula component by component, separating \(j=k\) from \(j\neq k\). Its step `hvk` is the argument that \(v_k=0\).

For the crossing model, `crossing_hamiltonian` confirms the matrix, and `crossing_spectrum` finds the eigenvalues by asking which component of an eigenvector is nonzero. `crossing_misses_ground_state` then specialises the general result and rewrites the phase. In `crossing_phase_limits`, the limit at fixed \(t_0\) is obtained as a difference quotient in \(h\), restricted to \(h>0\).

```lean
#print axioms AdiabaticSwitchingCrossing.crossing_time
#print axioms AdiabaticSwitchingCrossing.crossing_spectrum
#print axioms AdiabaticSwitchingCrossing.crossing_misses_ground_state
#print axioms AdiabaticSwitchingCrossing.crossing_phase_limits
```

```
'AdiabaticSwitchingCrossing.crossing_time' depends on axioms: [propext, Classical.choice, Quot.sound]
'AdiabaticSwitchingCrossing.crossing_spectrum' depends on axioms: [propext, Classical.choice, Quot.sound]
'AdiabaticSwitchingCrossing.crossing_misses_ground_state' depends on axioms: [propext, Classical.choice, Quot.sound]
'AdiabaticSwitchingCrossing.crossing_phase_limits' depends on axioms: [propext, Classical.choice, Quot.sound]
```
